# Waiting-time weights turn jump statistics into the steady state of a connected finite system

Staying put does not count as a move here. The diagonal of the rate matrix k is ignored, so the escape rate of a state collects only transitions to other states. With this choice, take a finite system of at least two states in which every state can be reached from every other, and let p be a positive normalized steady state. Any normalized stationary vector q of the jump chain, weighted by the mean waiting times and normalized again, equals p. Detailed balance with all rates positive is a special case.

The states form a finite type `ι`; rates and weights are real.

In Lean 4 with Mathlib:

```lean
import Mathlib

open Finset

namespace RejectionFreeKinetics

noncomputable section

variable {ι : Type*} [Fintype ι] [DecidableEq ι] {k : ι → ι → ℝ} {p q w : ι → ℝ}
```

## Moves and waiting times

Write h_ij for the rate of the move from i to j, with h_ii = 0 and h_ij = k_ij otherwise.

```lean
/-- The rate of the move from `i` to a different state `j`; staying put is not a move. -/
def hop (k : ι → ι → ℝ) (i j : ι) : ℝ := if i = j then 0 else k i j
```

The total escape rate is

K_i = ∑_j h_ij.

```lean
/-- The total escape rate of state `i`. -/
def escapeRate (k : ι → ι → ℝ) (i : ι) : ℝ := ∑ j, hop k i j
```

The next move from i leads to j with probability

P_ij = h_ij / K_i.

```lean
/-- The probability that the next move from `i` leads to `j`, for a nonzero escape rate of `i`. -/
def jumpProb (k : ι → ι → ℝ) (i j : ι) : ℝ := hop k i j / escapeRate k i
```

A vector q is stationary for the jump chain if ∑_i q_i P_ij = q_j for every j.

```lean
/-- The vector `q` is unchanged by one step of the jump chain. -/
def IsJumpStationary (k : ι → ι → ℝ) (q : ι → ℝ) : Prop :=
  ∀ j, ∑ i, q i * jumpProb k i j = q j
```

In continuous time, steadiness means that inflow equals outflow:

∑_i p_i h_ij = p_j K_j.

```lean
/-- In the master equation, the flow into each state equals the flow out of it. -/
def IsSteady (k : ι → ι → ℝ) (p : ι → ℝ) : Prop :=
  ∀ j, ∑ i, p i * hop k i j = p j * escapeRate k j
```

Detailed balance, p_i k_ij = p_j k_ji, implies steadiness; with three or more states the converse can fail. It expresses microscopic reversibility at equilibrium.

```lean
/-- Each move is balanced by its reverse. -/
def DetailedBalance (k : ι → ι → ℝ) (p : ι → ℝ) : Prop :=
  ∀ i j, p i * k i j = p j * k j i
```

Connectivity asks for a path of positive-rate moves between any two states. A lattice of adsorbates can satisfy it even when each move changes only one or two sites.

```lean
/-- Every state can be reached from every other by moves of positive rate. -/
def Connected (k : ι → ι → ℝ) : Prop :=
  ∀ i j, Relation.ReflTransGen (fun a b => 0 < hop k a b) i j
```

For constant rates the waiting time in state i is exponential with mean 1/K_i, which is taken as physical input. The weighted vector is

(q_i/K_i) / ∑_l (q_l/K_l).

A rejection-free kinetic Monte Carlo code does the same along its visited states i_n when it estimates the mean of an observable A as

∑_n A(i_n)/K_(i_n) / ∑_n 1/K_(i_n).

The theorems concern exact stationary vectors of a finite model, not the sampling error of such a run.

```lean
/-- Jump-chain weights multiplied by the mean waiting times and normalized, for nonzero
escape rates and a nonzero total weight. -/
def timeWeighted (k : ι → ι → ℝ) (q : ι → ℝ) (i : ι) : ℝ :=
  q i / escapeRate k i / ∑ l, q l / escapeRate k l
```

The average escape rate, Z = ∑_i p_i K_i, will be needed later.

```lean
/-- The escape rate averaged over `p`. -/
def meanEscape (k : ι → ι → ℝ) (p : ι → ℝ) : ℝ := ∑ i, p i * escapeRate k i
```

## Every state can be left

If the off-diagonal rates are nonnegative, so is every h_ij.

```lean
omit [Fintype ι] in
/-- Moves have nonnegative rates if the off-diagonal rates are nonnegative. -/
lemma hop_nonneg (hk : ∀ i j, i ≠ j → 0 ≤ k i j) (i j : ι) : 0 ≤ hop k i j := by
  unfold hop
  split_ifs with h
  · exact le_rfl
  · exact hk i j h
```

Given i, choose another state j. The path from i to j has a first move, to some c, with h_ic > 0. Hence K_i ≥ h_ic > 0.

```lean
/-- In a connected system with at least two states, every state has a positive escape rate. -/
theorem escapeRate_pos [Nontrivial ι] (hk : ∀ i j, i ≠ j → 0 ≤ k i j)
    (hc : Connected k) (i : ι) : 0 < escapeRate k i := by
  obtain ⟨j, hj⟩ := exists_ne i
  rcases (hc i j).cases_head with h | ⟨c, hic, _⟩
  · exact absurd h.symm hj
  · unfold escapeRate
    exact Finset.sum_pos' (fun m _ => hop_nonneg hk i m) ⟨c, Finset.mem_univ c, hic⟩
```

## Steady states agree up to a factor

Under detailed balance, summing over i gives

∑_i p_i h_ij = ∑_i p_j h_ji = p_j K_j,

so p is steady.

```lean
/-- Detailed balance implies that the master equation is steady. -/
theorem steady_of_detailedBalance (h : DetailedBalance k p) : IsSteady k p := by
  intro j
  unfold escapeRate
  rw [Finset.mul_sum]
  apply Finset.sum_congr rfl
  intro i _
  by_cases hij : i = j
  · subst hij
    rfl
  · simp only [hop, if_neg hij, if_neg (Ne.symm hij)]
    exact h i j
```

Now let w be any steady vector. Put r_i = w_i/p_i and let m be a state where r is largest. If r_c = r_m, the two balance equations at c give

∑_i p_i h_ic (r_c − r_i) = r_c p_c K_c − w_c K_c = 0.

No term is negative, so each vanishes, and r_a = r_c for every a with h_ac > 0. Following paths backwards from m gives w_i = r_m p_i everywhere. In the proof, `hsum` is the vanishing sum, `hnn` the sign of its terms, and the induction on `hpath` carries the equality along the path.

```lean
/-- In a connected system, every steady vector is a multiple of a given positive one. -/
theorem steady_proportional [Nonempty ι] (hk : ∀ i j, i ≠ j → 0 ≤ k i j)
    (hc : Connected k) (hp : ∀ i, 0 < p i) (hs : IsSteady k p) (hw : IsSteady k w) :
    ∃ c, ∀ i, w i = c * p i := by
  have hr : ∀ i, w i / p i * p i = w i := fun i => div_mul_cancel₀ _ (hp i).ne'
  -- start from a state where the ratio is largest
  obtain ⟨m, hm⟩ := Finite.exists_max (fun i => w i / p i)
  have key : ∀ i, w i / p i = w m / p m := by
    intro i
    have hpath := hc i m
    induction hpath using Relation.ReflTransGen.head_induction_on with
    | refl => rfl
    | @head a c hac _ ih =>
      have h1 : ∀ i, p i * hop k i c * (w c / p c - w i / p i)
          = w c / p c * (p i * hop k i c) - w i * hop k i c := by
        intro i
        linear_combination (-hop k i c) * hr i
      have hsum : ∑ i, p i * hop k i c * (w c / p c - w i / p i) = 0 := by
        rw [Finset.sum_congr rfl (fun i _ => h1 i), Finset.sum_sub_distrib,
          ← Finset.mul_sum, hs c, hw c]
        linear_combination (escapeRate k c) * hr c
      have hnn : ∀ i ∈ Finset.univ, 0 ≤ p i * hop k i c * (w c / p c - w i / p i) := by
        intro i _
        refine mul_nonneg (mul_nonneg (hp i).le (hop_nonneg hk i c)) (sub_nonneg.2 ?_)
        rw [ih]
        exact hm i
      -- a vanishing sum of nonnegative terms vanishes term by term
      have hz : p a * hop k a c * (w c / p c - w a / p a) = 0 :=
        (Finset.sum_eq_zero_iff_of_nonneg hnn).1 hsum a (Finset.mem_univ a)
      have hd := (mul_eq_zero.1 hz).resolve_left (mul_pos (hp a) hac).ne'
      linarith
  refine ⟨w m / p m, fun i => ?_⟩
  rw [← key i]
  exact (hr i).symm
```

## From jumps to time

If q is stationary for the jump chain, then w_i = q_i/K_i is steady:

∑_i (q_i/K_i) h_ij = ∑_i q_i P_ij = q_j = (q_j/K_j) K_j.

```lean
/-- Dividing a stationary vector of the jump chain by the escape rates gives a steady vector
of the master equation. -/
theorem steady_of_jumpStationary (hK : ∀ i, 0 < escapeRate k i)
    (hq : IsJumpStationary k q) : IsSteady k (fun i => q i / escapeRate k i) := by
  intro j
  calc ∑ i, q i / escapeRate k i * hop k i j = ∑ i, q i * jumpProb k i j := by
        apply Finset.sum_congr rfl
        intro i _
        unfold jumpProb
        ring
    _ = q j := hq j
    _ = q j / escapeRate k j * escapeRate k j := (div_mul_cancel₀ _ (hK j).ne').symm
```

Therefore q_i/K_i = c p_i for some constant c. If c were zero, q would vanish, contradicting ∑_i q_i = 1. Summing gives ∑_l q_l/K_l = c, and division leaves p_i. The entries of q need not be assumed nonnegative.

```lean
/-- In a connected system, any normalized stationary vector of the jump chain, reweighted by
mean waiting times, equals the positive normalized steady state of the master equation. -/
theorem timeWeighted_eq_steady [Nontrivial ι] (hk : ∀ i j, i ≠ j → 0 ≤ k i j)
    (hc : Connected k) (hp : ∀ i, 0 < p i) (hp1 : ∑ i, p i = 1) (hs : IsSteady k p)
    (hq1 : ∑ i, q i = 1) (hq : IsJumpStationary k q) : timeWeighted k q = p := by
  have hK := escapeRate_pos hk hc
  obtain ⟨c, hcp⟩ := steady_proportional hk hc hp hs (steady_of_jumpStationary hK hq)
  have h : ∀ i, q i / escapeRate k i = c * p i := hcp
  have hc0 : c ≠ 0 := by
    intro h0
    have hz : ∀ i, q i = 0 := by
      intro i
      have hi := (div_eq_iff (hK i).ne').1 (h i)
      rw [hi, h0, zero_mul, zero_mul]
    simp [hz] at hq1
  have hS : ∑ i, q i / escapeRate k i = c := by
    rw [Finset.sum_congr rfl (fun i _ => h i), ← Finset.mul_sum, hp1, mul_one]
  funext i
  unfold timeWeighted
  rw [hS, h i]
  exact mul_div_cancel_left₀ _ hc0
```

When all off-diagonal rates are positive, a single move joins any two distinct states. Detailed balance supplies steadiness, and the previous theorem applies.

```lean
/-- With positive rates between all distinct states and detailed balance, the jump chain
reweighted by mean waiting times reproduces the equilibrium distribution `p`. -/
theorem timeWeighted_eq_of_detailedBalance [Nontrivial ι] (hk : ∀ i j, i ≠ j → 0 < k i j)
    (hp : ∀ i, 0 < p i) (hp1 : ∑ i, p i = 1) (hb : DetailedBalance k p)
    (hq1 : ∑ i, q i = 1) (hq : IsJumpStationary k q) : timeWeighted k q = p := by
  refine timeWeighted_eq_steady (fun i j h => (hk i j h).le) ?_ hp hp1
    (steady_of_detailedBalance hb) hq1 hq
  intro i j
  by_cases h : i = j
  · subst h
    exact Relation.ReflTransGen.refl
  · refine Relation.ReflTransGen.single ?_
    rw [hop, if_neg h]
    exact hk i j h
```

Such a q exists whenever p does: take q_i = p_i K_i/Z. Then

∑_i q_i P_ij = ∑_i p_i h_ij/Z = p_j K_j/Z = q_j.

```lean
/-- If all escape rates are positive, weighting a positive steady state by them and normalizing
gives a normalized stationary vector of the jump chain. -/
theorem jumpStationary_of_steady [Nonempty ι] (hK : ∀ i, 0 < escapeRate k i)
    (hp : ∀ i, 0 < p i) (hs : IsSteady k p) :
    ∑ i, p i * escapeRate k i / meanEscape k p = 1 ∧
      IsJumpStationary k (fun i => p i * escapeRate k i / meanEscape k p) := by
  have hZ : meanEscape k p ≠ 0 :=
    (Finset.sum_pos (fun i _ => mul_pos (hp i) (hK i)) Finset.univ_nonempty).ne'
  constructor
  · rw [← Finset.sum_div]
    exact div_self hZ
  · intro j
    calc ∑ i, p i * escapeRate k i / meanEscape k p * jumpProb k i j
        = ∑ i, p i * hop k i j / meanEscape k p := by
          apply Finset.sum_congr rfl
          intro i _
          have hi := (hK i).ne'
          unfold jumpProb
          field_simp
      _ = p j * escapeRate k j / meanEscape k p := by rw [← Finset.sum_div, hs j]
```

## When counting visits is enough

With S = ∑_l q_l/K_l, the main result reads q_i = S p_i K_i. If q = p, then S K_i = 1 for every i, so all escape rates coincide. Conversely, if they coincide, summing over states gives 1 = S K_i, hence q = p.

```lean
/-- The unweighted jump statistics agree with the steady state exactly when all states have
the same escape rate. -/
theorem unweighted_eq_iff [Nontrivial ι] (hk : ∀ i j, i ≠ j → 0 ≤ k i j)
    (hc : Connected k) (hp : ∀ i, 0 < p i) (hp1 : ∑ i, p i = 1) (hs : IsSteady k p)
    (hq1 : ∑ i, q i = 1) (hq : IsJumpStationary k q) :
    q = p ↔ ∀ i j, escapeRate k i = escapeRate k j := by
  have hK := escapeRate_pos hk hc
  have ht := timeWeighted_eq_steady hk hc hp hp1 hs hq1 hq
  obtain ⟨S, hS, h⟩ : ∃ S : ℝ, S ≠ 0 ∧ ∀ i, q i = p i * S * escapeRate k i := by
    have hS : ∑ l, q l / escapeRate k l ≠ 0 := by
      intro h0
      obtain ⟨i⟩ := (inferInstance : Nonempty ι)
      have hi := congrFun ht i
      rw [timeWeighted, h0, div_zero] at hi
      exact (hp i).ne hi
    exact ⟨_, hS, fun i => (div_eq_iff (hK i).ne').1 ((div_eq_iff hS).1 (congrFun ht i))⟩
  constructor
  · intro hqp i j
    have e : ∀ i, S * escapeRate k i = 1 := fun i =>
      mul_left_cancel₀ (hp i).ne' (by linear_combination -(h i) + congrFun hqp i)
    exact mul_left_cancel₀ hS ((e i).trans (e j).symm)
  · intro hKK
    funext i
    -- normalization fixes the common factor
    have e : ∑ j, q j = S * escapeRate k i * ∑ j, p j := by
      rw [Finset.mul_sum]
      apply Finset.sum_congr rfl
      intro j _
      rw [h j, hKK j i]
      ring
    rw [hq1, hp1, mul_one] at e
    linear_combination h i - p i * e
```

## One adsorption site

An empty site fills at rate a, and an occupied one empties at rate d.

```lean
/-- Rates of one adsorption site: state 0 (empty) fills at rate `a`, state 1 (occupied)
empties at rate `d`. -/
def siteRate (a d : ℝ) : Fin 2 → Fin 2 → ℝ := ![![0, a], ![d, 0]]
```

Its equilibrium probabilities are d/(a + d) for empty and a/(a + d) for occupied.

```lean
/-- The probabilities `d / (a + d)` of empty and `a / (a + d)` of occupied, for `a + d ≠ 0`. -/
def siteLaw (a d : ℝ) : Fin 2 → ℝ := ![d / (a + d), a / (a + d)]
```

The jumps alternate, so q = (1/2, 1/2) whatever the rates. The waiting times 1/a and 1/d restore the coverage:

(1/d) / (1/a + 1/d) = a/(a + d).

The last theorem verifies, entry by entry, that this site meets the hypotheses of the detailed-balance result.

```lean
/-- A single adsorption site with positive rates, its law `siteLaw` and the uniform jump
statistics meet all hypotheses of the detailed-balance theorem. -/
theorem site_witness {a d : ℝ} (ha : 0 < a) (hd : 0 < d) :
    (∀ i j, i ≠ j → 0 < siteRate a d i j) ∧ (∀ i, 0 < siteLaw a d i) ∧
      ∑ i, siteLaw a d i = 1 ∧ DetailedBalance (siteRate a d) (siteLaw a d) ∧
      ∑ _i : Fin 2, (1 / 2 : ℝ) = 1 ∧
      IsJumpStationary (siteRate a d) (fun _ => 1 / 2) := by
  refine ⟨?_, ?_, ?_, ?_, ?_, ?_⟩
  · intro i j
    fin_cases i <;> fin_cases j <;> simp [siteRate, ha, hd]
  · intro i
    fin_cases i <;> simp [siteLaw] <;> positivity
  · rw [Fin.sum_univ_two]
    change d / (a + d) + a / (a + d) = 1
    rw [← add_div, add_comm d a, div_self (by positivity)]
  · intro i j
    fin_cases i <;> fin_cases j <;> simp [siteRate, siteLaw] <;> ring
  · rw [Fin.sum_univ_two]
    norm_num
  · intro j
    fin_cases j <;>
      simp [jumpProb, escapeRate, hop, siteRate, Fin.sum_univ_two, ha.ne', hd.ne']

end

end RejectionFreeKinetics
```

```lean
#print axioms RejectionFreeKinetics.timeWeighted_eq_steady
#print axioms RejectionFreeKinetics.timeWeighted_eq_of_detailedBalance
#print axioms RejectionFreeKinetics.jumpStationary_of_steady
#print axioms RejectionFreeKinetics.unweighted_eq_iff
```

```
'RejectionFreeKinetics.timeWeighted_eq_steady' depends on axioms: [propext, Classical.choice, Quot.sound]
'RejectionFreeKinetics.timeWeighted_eq_of_detailedBalance' depends on axioms: [propext, Classical.choice, Quot.sound]
'RejectionFreeKinetics.jumpStationary_of_steady' depends on axioms: [propext, Classical.choice, Quot.sound]
'RejectionFreeKinetics.unweighted_eq_iff' depends on axioms: [propext, Classical.choice, Quot.sound]
```
